# Standing waves are normal modes of an infinite chain of identical oscillators with harmonic nearest-neighbour coupling

The chain is classical, harmonic and infinite, with one oscillator at each integer site, nearest-neighbour coupling `g` with |g| ≤ 1, and units in which an isolated oscillator has mass and frequency 1. The theorem says that if the displacements are u_n = cos(qn + φ), for any real q and φ, then minus the force on each site j, u_j − (g/2)(u_{j−1} + u_{j+1}), equals (1 − g cos q) u_j. The factor is written as the square of the frequency √(1 − g cos q), and the bound on `g` ensures that the root is of a non-negative number. The proof removes the square root, writes the neighbours' phases as qj + φ ∓ q, expands their cosines by the subtraction and addition formulas, and leaves the algebra to `ring`.

As first written in Lean, the proof fails:

```lean
import Mathlib

open Real Finset

namespace NormalMode

noncomputable section

/-- Minus the force on site `j` of a chain with nearest-neighbour coupling `g`, in units where an
isolated oscillator has unit mass and frequency. -/
def restoringForce (g : ℝ) (u : ℤ → ℝ) (j : ℤ) : ℝ :=
  u j - g / 2 * (u (j - 1) + u (j + 1))

/-- Phonon frequency at wave number `q`, for `g * cos q ≤ 1`. -/
def freq (g q : ℝ) : ℝ := √(1 - g * cos q)

/-- For `|g| ≤ 1` a standing wave of wave number `q` is a normal mode of the chain, and its
squared frequency is `freq g q ^ 2`. -/
theorem normal_mode {g : ℝ} (hg : |g| ≤ 1) (q φ : ℝ) (j : ℤ) :
    restoringForce g (fun n => cos (q * n + φ)) j = freq g q ^ 2 * cos (q * j + φ) := by
  have hc : |g * cos q| ≤ 1 := (abs_mul g (cos q)).trans_le
    (mul_le_one₀ hg (abs_nonneg _) (abs_cos_le_one q))
  have h1 : q * ((j - 1 : ℤ) : ℝ) + φ = (q * j + φ) - q := by push_cast; ring
  have h2 : q * ((j + 1 : ℤ) : ℝ) + φ = (q * j + φ) + q := by push_cast; ring
  simp only [restoringForce, freq]
  rw [Real.sq_sqrt (by linarith [(abs_le.mp hc).2]), h1, h2, Real.cos_sub, Real.cos_add]
  ring

end

end NormalMode
```

Lean reports:

```
Try this:
  [apply] ring_nf
  
  The `ring` tactic failed to close the goal. Use `ring_nf` to obtain a normal form.
    
  Note that `ring` works primarily in *commutative* rings. If you have a noncommutative ring, abelian group or module, consider using `noncomm_ring`, `abel` or `module` instead.
Main.lean:20:86: error: unsolved goals
g : ℝ
hg : |g| ≤ 1
q φ : ℝ
j : ℤ
hc : |g * cos q| ≤ 1
h1 : q * ↑(j - 1) + φ = q * ↑j + φ - q
h2 : q * ↑(j + 1) + φ = q * ↑j + φ + q
⊢ cos (q * ↑j) * cos φ + cos (q * ↑j) * cos φ * g * cos q * (-1 / 2) - sin (q * ↑j) * sin φ +
          sin (q * ↑j) * sin φ * g * cos q * (1 / 2) +
        g * sin (q * ↑j + φ) * sin q * (-1 / 2) +
      g * cos (q + q * ↑j + φ) * (-1 / 2) =
    cos (q * ↑j) * cos φ - cos (q * ↑j) * cos φ * g * cos q - sin (q * ↑j) * sin φ + sin (q * ↑j) * sin φ * g * cos q
```

Fix (accepted with no message):

```diff
@@ -24,5 +24,6 @@
   have h2 : q * ((j + 1 : ℤ) : ℝ) + φ = (q * j + φ) + q := by push_cast; ring
   simp only [restoringForce, freq]
-  rw [Real.sq_sqrt (by linarith [(abs_le.mp hc).2]), h1, h2, Real.cos_sub, Real.cos_add]
+  rw [Real.sq_sqrt (by linarith [(abs_le.mp hc).2]), h1, h2, Real.cos_sub (q * j + φ) q,
+    Real.cos_add (q * j + φ) q]
   ring
 
```

The first message says that `ring` could not close the goal; the second shows what was left, with `cos (q + q * ↑j + φ)`, the right-hand neighbour's cosine, still unexpanded.

The fault lies in the `rw` before it. Given no arguments, `Real.cos_add` fits any cosine of a sum, and `rw` settles on one instance and rewrites only the copies of that. Here it chose `cos (q * ↑j + φ)`, the cosine at site j itself, and split that into functions of `q * ↑j` and `φ`. `ring` knows no trigonometric identities, so it could not make up for the missing expansion.

In the repair, `Real.cos_add (q * j + φ) q` names the sum to be expanded. The two neighbours' sine terms then cancel, their cosine terms add up, and `ring` closes the goal. The arguments given to `Real.cos_sub` are mere tidying, since the goal has only one cosine of a difference and the lemma had already expanded it.
